# For a spin one-half with static field along z and a cosine drive along x, $U(T)=(\sigma_z U(T/2))^2$

## Does half a drive period fix the full-period propagator?

The one-period propagator of a linearly driven spin is $U(T)=(\sigma_z U(T/2))^2$, so half a period should determine the evolution at all multiples of $T$. Here $U$ solves

$$i\,U'(t)=H(t)U(t),\qquad U(0)=1,\qquad H(t)=\frac{w_0}{2}\sigma_z+W\cos(wt)\,\sigma_x,$$

with real $w_0$, $W$, with $w>0$ and $T=2\pi/w$. I can see that the drive changes sign after half a period and that $\sigma_z$ changes it back. I would like a rigorous derivation that does not rely on time-ordered exponentials, and a version in Lean 4 that a machine has checked.

## Yes: $\sigma_z$ undoes the sign change of the drive

The identity holds, and so does $U(mT)=(\sigma_z U(T/2))^{2m}$ for every natural number $m$. The trace of $U(T)$ even follows from a single matrix element at half a period:

$$\operatorname{tr}U(T)=2-4\,\bigl(\operatorname{Im}U_{00}(T/2)\bigr)^2 .$$

For this closed two-level model with a pure cosine drive, it is therefore enough for a simulation to integrate half a period to obtain the Floquet operator $U(T)$, whose eigenphases give the quasienergies.

### Comparing two solutions of the same equation

Let $U$ and $V$ be matrix solutions of the Schrödinger equation with the same Hermitian $H(t)$. Then

$$\frac{d}{dt}(U^\dagger V)=(-iHU)^\dagger V+U^\dagger(-iHV)=iU^\dagger HV-iU^\dagger HV=0 .$$

The overlap $U^\dagger V$ keeps its initial value. If $U(0)=1$, the choice $V=U$ gives $U^\dagger U=1$, and a general $V$ satisfies $U(t)^\dagger V(t)=V(0)$. Since $U$ is a square matrix, $U^\dagger U=1$ also gives $UU^\dagger=1$, so multiplying by $U(t)$ from the left yields $V(t)=U(t)V(0)$.

Now shift time by half a period. Since $wT/2=\pi$, we have $\cos(w(t+T/2))=-\cos(wt)$. Since $\sigma_z\sigma_x=-\sigma_x\sigma_z$, it follows that

$$\sigma_z H(t+T/2)=H(t)\,\sigma_z .$$

Set $V(t)=\sigma_zU(t+T/2)$. It solves the original equation, because

$$iV'(t)=\sigma_zH(t+T/2)U(t+T/2)=H(t)V(t).$$

Its initial value is $\sigma_zU(T/2)$, so

$$\sigma_zU(t+T/2)=U(t)\,\sigma_zU(T/2).$$

At $t=T/2$ this reads $\sigma_zU(T)=U(T/2)\,\sigma_zU(T/2)$. Multiplying by $\sigma_z$ from the left and using $\sigma_z^2=1$ gives $U(T)=(\sigma_zU(T/2))^2$.

For more periods, write $P=\sigma_z$ and $\tau=T/2$. Then $P^mU(m\tau)=(PU(\tau))^m$ holds for $m=0$, and the step is

$$P^{m+1}U(m\tau+\tau)=P^m\,U(m\tau)\,PU(\tau)=(PU(\tau))^{m+1}.$$

Taking $2m$ half-periods removes the prefactor, since $\sigma_z^{2m}=1$.

### The trace from one amplitude

Write $A=U(T/2)$, with entries $A_{00},A_{01},A_{10},A_{11}$. The Hamiltonian is traceless, so $(\det U)'=-i\,(\operatorname{tr}H)\det U=0$ and $\det A=1$. Multiplying out the square gives

$$\operatorname{tr}(\sigma_zA)^2=A_{00}^2-2A_{01}A_{10}+A_{11}^2=(A_{00}-A_{11})^2+2,$$

where the last step uses $A_{01}A_{10}=A_{00}A_{11}-1$. A unitary matrix of determinant one has $A^\dagger=A^{-1}=\operatorname{adj}A$, hence $A_{11}=\overline{A_{00}}$. Then $A_{00}-A_{11}=2i\operatorname{Im}A_{00}$, which gives the trace formula.

### A constant transverse field breaks the identity

The condition $wT=2\pi$ matters. Put $w=0$ and $w_0=0$, so that $H=W\sigma_x$ is constant, and take $W>0$ and $T=\pi/(2W)$. Then $U(T)=e^{-i\pi\sigma_x/2}=-i\sigma_x$, which exchanges spin up and spin down along z, while $U(T/2)=(1-i\sigma_x)/\sqrt2$ and $\sigma_zU(T/2)=(\sigma_z+\sigma_y)/\sqrt2$, whose square is $1$. The two sides differ by more than a global phase. The field never reverses, so $\sigma_z$ has no sign change to undo.

### How the Lean statements describe the spin

- `Solves H V` is the Schrödinger equation with $\hbar=1$, so energies are angular frequencies. It is imposed at every real time and for every matrix entry through `HasDerivAt`.
- `IsPropagator H U` adds the initial condition $U(0)=1$.
- `drivenH w0 W w` is the Hamiltonian above. The drive carries the full factor $W$, not $W/2$, and has its maximum magnitude at $t=0$. Index `0` is the state with $\sigma_z=+1$.
- The hypothesis `w * T = 2 * Real.pi` says that $T$ is the drive period. It excludes $w=0$ without a division, and it includes your case $w>0$, $T=2\pi/w$.

With these, `half_period_floquet` is the identity you asked for, `stroboscopic` is its version for $m$ periods, and `floquet_trace` is the trace formula.

The theorems concern any given propagator `U`. For $w_0=0$ and $w\neq0$ the file exhibits one explicitly; for general $w_0$ its existence is a matter for the standard theory of linear differential equations. The model is a single closed spin in a classical field, with no damping, no static field along $x$ and no higher harmonics in the drive.

```lean
import Mathlib

open Matrix

namespace HalfPeriodFloquet

noncomputable section

variable {n : Type*} [Fintype n] [DecidableEq n]

/-- The matrix function `V` solves the Schrödinger equation `i V' = H(t) V`, entry by entry. -/
def Solves (H V : ℝ → Matrix n n ℂ) : Prop :=
  ∀ t i j, HasDerivAt (fun s => V s i j) (-Complex.I * (H t * V t) i j) t

/-- `U` is the propagator of `H`: it solves the Schrödinger equation and `U(0) = 1`. -/
def IsPropagator (H U : ℝ → Matrix n n ℂ) : Prop :=
  U 0 = 1 ∧ Solves H U

/-- The Pauli matrix `σx`. -/
def sigmaX : Matrix (Fin 2) (Fin 2) ℂ := !![0, 1; 1, 0]

/-- The Pauli matrix `σz`. -/
def sigmaZ : Matrix (Fin 2) (Fin 2) ℂ := !![1, 0; 0, -1]

/-- The linearly driven spin, `H(t) = (w0/2) σz + W cos(wt) σx`. -/
def drivenH (w0 W w t : ℝ) : Matrix (Fin 2) (Fin 2) ℂ :=
  ((w0 / 2 : ℝ) : ℂ) • sigmaZ + ((W * Real.cos (w * t) : ℝ) : ℂ) • sigmaX

omit [DecidableEq n] in
/-- For a Hermitian Hamiltonian the overlap matrix `U†V` of two solutions is conserved. -/
theorem overlap_conserved {H U V : ℝ → Matrix n n ℂ} (hH : ∀ t, (H t).IsHermitian)
    (hU : Solves H U) (hV : Solves H V) (t : ℝ) : (U t)ᴴ * V t = (U 0)ᴴ * V 0 := by
  have hI : star Complex.I = -Complex.I := Complex.conj_I
  ext i j
  have hd : ∀ s, HasDerivAt (fun r => ∑ k, star (U r k i) * V r k j) 0 s := by
    intro s
    refine (HasDerivAt.fun_sum fun k _ =>
      ((hU s k i).star).fun_mul (hV s k j)).congr_deriv ?_
    -- hermiticity moves `H` from one factor to the other
    have h : (H s * U s)ᴴ * V s = (U s)ᴴ * (H s * V s) := by
      rw [Matrix.conjTranspose_mul, (hH s).eq, Matrix.mul_assoc]
    have key : ∑ k, star ((H s * U s) k i) * V s k j
        = ∑ k, star (U s k i) * (H s * V s) k j := congrFun (congrFun h i) j
    calc _ = Complex.I * ∑ k, star ((H s * U s) k i) * V s k j
          - Complex.I * ∑ k, star (U s k i) * (H s * V s) k j := by
          rw [Finset.mul_sum, Finset.mul_sum, ← Finset.sum_sub_distrib]
          refine Finset.sum_congr rfl fun k _ => ?_
          rw [star_mul', star_neg, hI, neg_neg]
          ring
      _ = 0 := by rw [key, sub_self]
  exact is_const_of_deriv_eq_zero (fun s => (hd s).differentiableAt) (fun s => (hd s).deriv) t 0

/-- The propagator of a Hermitian Hamiltonian is unitary. -/
theorem propagator_unitary {H U : ℝ → Matrix n n ℂ} (hH : ∀ t, (H t).IsHermitian)
    (hU : IsPropagator H U) (t : ℝ) : (U t)ᴴ * U t = 1 := by
  rw [overlap_conserved hH hU.2 hU.2 t, hU.1, Matrix.conjTranspose_one, Matrix.one_mul]

/-- For a Hermitian Hamiltonian every solution is the propagator applied to its initial value. -/
theorem solution_eq {H U V : ℝ → Matrix n n ℂ} (hH : ∀ t, (H t).IsHermitian)
    (hU : IsPropagator H U) (hV : Solves H V) (t : ℝ) : V t = U t * V 0 := by
  have h1 : U t * (U t)ᴴ = 1 := mul_eq_one_comm.mp (propagator_unitary hH hU t)
  have h2 := overlap_conserved hH hU.2 hV t
  rw [hU.1, Matrix.conjTranspose_one, Matrix.one_mul] at h2
  rw [← h2, ← Matrix.mul_assoc, h1, Matrix.one_mul]

/-- If `H` is Hermitian and `P H(t+τ) = H(t) P` at all times `t`, its propagator `U` satisfies `Pᵐ
U(mτ) = (P U(τ))ᵐ` for every number `m` of steps of length `τ`. -/
theorem symmetry_power {H U : ℝ → Matrix n n ℂ} (hH : ∀ t, (H t).IsHermitian)
    (hU : IsPropagator H U) {P : Matrix n n ℂ} {τ : ℝ}
    (hP : ∀ t, P * H (t + τ) = H t * P) (m : ℕ) :
    P ^ m * U (m * τ) = (P * U τ) ^ m := by
  -- the shifted and transformed propagator solves the same equation
  have hV : Solves H (fun s => P * U (s + τ)) := by
    intro t i j
    have h : H t * (P * U (t + τ)) = P * (H (t + τ) * U (t + τ)) := by
      rw [← Matrix.mul_assoc, ← hP, Matrix.mul_assoc]
    have hd : HasDerivAt (fun s => ∑ k, P i k * U (s + τ) k j)
        (∑ k, P i k * (-Complex.I * (H (t + τ) * U (t + τ)) k j)) t :=
      HasDerivAt.fun_sum fun k _ =>
        (HasDerivAt.comp_add_const t τ (hU.2 (t + τ) k j)).const_mul (P i k)
    refine hd.congr_deriv ?_
    show _ = -Complex.I * (H t * (P * U (t + τ))) i j
    rw [h, Matrix.mul_apply, Finset.mul_sum]
    exact Finset.sum_congr rfl fun k _ => by ring
  have step : ∀ t, P * U (t + τ) = U t * (P * U τ) := by
    intro t
    have h := solution_eq hH hU hV t
    simpa only [zero_add] using h
  induction m with
  | zero => simp [hU.1]
  | succ m ih =>
    have e : ((m + 1 : ℕ) : ℝ) * τ = m * τ + τ := by push_cast; ring
    rw [e, pow_succ, Matrix.mul_assoc, step, ← Matrix.mul_assoc, ih, pow_succ]

/-- The Hamiltonian of the linearly driven spin is Hermitian at all times. -/
theorem drivenH_hermitian (w0 W w t : ℝ) : (drivenH w0 W w t).IsHermitian := by
  have h : ∀ a b : ℝ, ((a : ℂ) • sigmaZ + (b : ℂ) • sigmaX).IsHermitian := by
    intro a b
    apply Matrix.IsHermitian.ext
    intro i j
    fin_cases i <;> fin_cases j <;> simp [sigmaZ, sigmaX]
  exact h _ _

/-- Half a period later the driven Hamiltonian is the same up to conjugation by `σz`. -/
theorem drivenH_half_period {w0 W w T : ℝ} (hT : w * T = 2 * Real.pi) (t : ℝ) :
    sigmaZ * drivenH w0 W w (t + T / 2) = drivenH w0 W w t * sigmaZ := by
  have h : Real.cos (w * (t + T / 2)) = -Real.cos (w * t) := by
    rw [show w * (t + T / 2) = w * t + Real.pi by linear_combination hT / 2, Real.cos_add_pi]
  unfold drivenH
  rw [h]
  ext i j
  fin_cases i <;> fin_cases j <;>
    simp [sigmaZ, sigmaX, Matrix.mul_apply, Fin.sum_univ_two]

/-- After any number `m` of periods, `U(mT) = (σz U(T/2))^(2m)`. -/
theorem stroboscopic {w0 W w T : ℝ} (hT : w * T = 2 * Real.pi)
    {U : ℝ → Matrix (Fin 2) (Fin 2) ℂ} (hU : IsPropagator (drivenH w0 W w) U) (m : ℕ) :
    U (m * T) = (sigmaZ * U (T / 2)) ^ (2 * m) := by
  have hz : sigmaZ ^ 2 = 1 := by
    ext i j
    fin_cases i <;> fin_cases j <;> simp [sigmaZ, pow_two, Matrix.mul_apply, Fin.sum_univ_two]
  have h := symmetry_power (drivenH_hermitian w0 W w) hU (drivenH_half_period hT) (2 * m)
  have e : ((2 * m : ℕ) : ℝ) * (T / 2) = m * T := by push_cast; ring
  rwa [e, pow_mul sigmaZ, hz, one_pow, Matrix.one_mul] at h

/-- Half-period Floquet symmetry: the one-period propagator of the linearly driven spin is
`U(T) = (σz U(T/2))²`. -/
theorem half_period_floquet {w0 W w T : ℝ} (hT : w * T = 2 * Real.pi)
    {U : ℝ → Matrix (Fin 2) (Fin 2) ℂ} (hU : IsPropagator (drivenH w0 W w) U) :
    U T = (sigmaZ * U (T / 2)) ^ 2 := by
  have h := stroboscopic hT hU 1
  rwa [Nat.cast_one, one_mul, mul_one] at h

/-- The trace of the one-period propagator follows from one amplitude at half a period:
`tr U(T) = 2 - 4 (Im U₀₀(T/2))²`. -/
theorem floquet_trace {w0 W w T : ℝ} (hT : w * T = 2 * Real.pi)
    {U : ℝ → Matrix (Fin 2) (Fin 2) ℂ} (hU : IsPropagator (drivenH w0 W w) U) :
    (U T).trace = 2 - 4 * ((U (T / 2) 0 0).im : ℂ) ^ 2 := by
  -- the determinant is conserved because `H` is traceless
  have hd : ∀ s, HasDerivAt (fun r => U r 0 0 * U r 1 1 - U r 0 1 * U r 1 0) 0 s := by
    intro s
    refine (((hU.2 s 0 0).fun_mul (hU.2 s 1 1)).fun_sub
      ((hU.2 s 0 1).fun_mul (hU.2 s 1 0))).congr_deriv ?_
    simp [drivenH, sigmaZ, sigmaX, Matrix.mul_apply, Fin.sum_univ_two]
    ring
  have hdet : U (T / 2) 0 0 * U (T / 2) 1 1 - U (T / 2) 0 1 * U (T / 2) 1 0 = 1 := by
    have h := is_const_of_deriv_eq_zero (fun s => (hd s).differentiableAt)
      (fun s => (hd s).deriv) (T / 2) 0
    simpa [hU.1] using h
  have htr : ((sigmaZ * U (T / 2)) ^ 2).trace = U (T / 2) 0 0 ^ 2
      - 2 * U (T / 2) 0 1 * U (T / 2) 1 0 + U (T / 2) 1 1 ^ 2 := by
    have z00 : sigmaZ 0 0 = 1 := by simp [sigmaZ]
    have z01 : sigmaZ 0 1 = 0 := by simp [sigmaZ]
    have z10 : sigmaZ 1 0 = 0 := by simp [sigmaZ]
    have z11 : sigmaZ 1 1 = -1 := by simp [sigmaZ]
    simp only [pow_two, Matrix.trace_fin_two, Matrix.mul_apply, Fin.sum_univ_two,
      z00, z01, z10, z11]
    ring
  have huni := propagator_unitary (drivenH_hermitian w0 W w) hU (T / 2)
  rw [half_period_floquet hT hU, htr]
  generalize U (T / 2) = A at *
  -- unitarity and unit determinant make the diagonal entries complex conjugates
  have hadj : Aᴴ = A.adjugate := by
    have h1 : A * A.adjugate = 1 := by
      rw [Matrix.mul_adjugate, Matrix.det_fin_two, hdet, one_smul]
    calc Aᴴ = Aᴴ * (A * A.adjugate) := by rw [h1, Matrix.mul_one]
      _ = A.adjugate := by rw [← Matrix.mul_assoc, huni, Matrix.one_mul]
  have hconj : A 1 1 = star (A 0 0) := by
    have h := congrFun (congrFun hadj 0) 0
    rw [Matrix.adjugate_fin_two] at h
    exact h.symm
  have hsub : A 0 0 - A 1 1 = 2 * ((A 0 0).im : ℂ) * Complex.I := by
    rw [hconj]
    apply Complex.ext <;> simp
    ring
  linear_combination 2 * hdet + (A 0 0 - A 1 1 + 2 * ((A 0 0).im : ℂ) * Complex.I) * hsub
    + 4 * ((A 0 0).im : ℂ) ^ 2 * Complex.I_sq

/-- The oscillating angle `(W/w) sin(wt)`. -/
def driveAngle (W w t : ℝ) : ℝ := W / w * Real.sin (w * t)

/-- The matrix `cos θ - i sin θ σx` with `θ = (W/w) sin(wt)`. -/
def xRotation (W w t : ℝ) : Matrix (Fin 2) (Fin 2) ℂ :=
  !![(Real.cos (driveAngle W w t) : ℂ), -Complex.I * (Real.sin (driveAngle W w t) : ℂ);
     -Complex.I * (Real.sin (driveAngle W w t) : ℂ), (Real.cos (driveAngle W w t) : ℂ)]

/-- For `w0 = 0` (no static splitting) and `w ≠ 0`, `xRotation` is a propagator of the driven spin.
-/
theorem propagator_witness (W : ℝ) {w : ℝ} (hw : w ≠ 0) :
    IsPropagator (drivenH 0 W w) (xRotation W w) := by
  constructor
  · ext i j
    fin_cases i <;> fin_cases j <;> simp [xRotation, driveAngle]
  · intro t i j
    have hθ : HasDerivAt (driveAngle W w) (W * Real.cos (w * t)) t := by
      have h := (((hasDerivAt_id t).const_mul w).sin).const_mul (W / w)
      refine h.congr_deriv ?_
      simp only [id, mul_one]
      field_simp
    have hc := hθ.cos.ofReal_comp
    have hs := (hθ.sin.ofReal_comp).const_mul (-Complex.I)
    have hm : drivenH 0 W w t * xRotation W w t =
        ((W * Real.cos (w * t) : ℝ) : ℂ) • (sigmaX * xRotation W w t) := by
      simp [drivenH]
    rw [hm]
    generalize W * Real.cos (w * t) = x at *
    fin_cases i <;> fin_cases j
    · refine hc.congr_deriv ?_
      simp [sigmaX, xRotation, -mul_eq_mul_left_iff]
      ring_nf
      simp [Complex.I_sq]
    · refine hs.congr_deriv ?_
      simp [sigmaX, xRotation, -mul_eq_mul_left_iff]
      try ring
    · refine hs.congr_deriv ?_
      simp [sigmaX, xRotation, -mul_eq_mul_left_iff]
      try ring
    · refine hc.congr_deriv ?_
      simp [sigmaX, xRotation, -mul_eq_mul_left_iff]
      ring_nf
      simp [Complex.I_sq]

end

end HalfPeriodFloquet
```

```lean
#print axioms HalfPeriodFloquet.half_period_floquet
#print axioms HalfPeriodFloquet.floquet_trace
```

```
'HalfPeriodFloquet.half_period_floquet' depends on axioms: [propext, Classical.choice, Quot.sound]
'HalfPeriodFloquet.floquet_trace' depends on axioms: [propext, Classical.choice, Quot.sound]
```

### From conserved overlaps to the driven spin

The first group of lemmas holds in any finite dimension. `overlap_conserved` differentiates each entry $\sum_k\overline{U_{ki}}V_{kj}$ by the sum and product rules. Its step `key` uses hermiticity to move $H$ from one factor to the other, so the two terms cancel, and `is_const_of_deriv_eq_zero` turns the vanishing derivative into a constant. `propagator_unitary` is the case $V=U$. `solution_eq` derives $V(t)=U(t)V(0)$; it uses $UU^\dagger=1$, which `mul_eq_one_comm` obtains from $U^\dagger U=1$ for square matrices.

`symmetry_power` contains the symmetry argument for a general matrix $P$ with $PH(t+\tau)=H(t)P$. Inside it, `hV` shows that $PU(t+\tau)$ is again a solution, `step` applies `solution_eq` to it, and the induction on `m` is the one written out above. $P$ need not be invertible here.

The driven spin then has to meet the two assumptions. `drivenH_hermitian` checks hermiticity entry by entry. `drivenH_half_period` obtains the sign change of the cosine from `Real.cos_add_pi` and compares the four entries of each side. `stroboscopic` applies `symmetry_power` with `2 * m` half-periods and removes $\sigma_z^{2m}$ by `hz`, which is $\sigma_z^2=1$. `half_period_floquet` sets $m=1$.

In `floquet_trace`, `hd` and `hdet` establish that the determinant stays equal to one, and `htr` expands the trace of the square. `hadj` identifies $A^\dagger$ with the adjugate, `hconj` reads off $A_{11}=\overline{A_{00}}$, and `hsub` rewrites the difference of the diagonal entries. The closing `linear_combination` assembles these relations with $i^2=-1$.

Finally, `propagator_witness` treats $w_0=0$, where the Hamiltonians at different times commute. The propagator is a rotation about $x$,

$$U(t)=\cos\theta(t)-i\sin\theta(t)\,\sigma_x,\qquad \theta(t)=\frac{W}{w}\sin(wt),$$

called `xRotation` in the file, with $\theta$ as `driveAngle`. The proof differentiates $\theta$ to get $W\cos(wt)$ and then checks the Schrödinger equation for each of the four entries. In this case $\theta(T/2)=0$, so $U(T/2)=1$ and both sides of the half-period identity equal the unit matrix.
